# Integral, initial slope and endpoint of the correlation integrand when the scaled energy flattens at high density

Suppose that compressing a density uniformly leaves its correlation energy, defined relative to the Kohn–Sham determinant of the same density, at a fixed value $L$. If the electron repulsion is multiplied by a coupling $l$ while the density is held fixed, coordinate scaling gives the correlation energy $l^2L$. Its derivative is $W(l)=2Ll$, a straight line with slope $2L$ and area $L$ over $(0,1]$. At full coupling, the energy minus the integrand is $L-2L=-L$, which is positive for a negative correlation energy.

In general the energy does change with compression. Let $n_x(\mathbf r)=x^3n(x\mathbf r)$ be the density $n$ scaled by $x>0$, and let $g(x)$ be its correlation energy. The straight line then bends, but its initial slope, its area and its endpoint are still fixed by $g$, provided that $g$ is continuously differentiable on $(0,\infty)$ and that, as $x\to\infty$, $g(x)\to L$ and $xg'(x)\to0$.

These results constrain models of the adiabatic-connection integrand used in building hybrid and double-hybrid functionals, here for one fixed density represented by a single real function $g$.

```lean
import Mathlib

open Filter Topology Set MeasureTheory

namespace CorrelationScaling

noncomputable section
```

## The energy at coupling $l$

Take the correlated wavefunction of the density $n_{1/l}$ at full coupling and scale its coordinates by $l$. The density becomes $n$, the kinetic energy is multiplied by $l^2$, and the Coulomb repulsion by $l$. The kinetic energy plus $l$ times the repulsion is therefore $l^2$ times the original sum. The same factor applies to every wavefunction with density $n_{1/l}$, so the correlated one, which minimises the original sum, becomes the minimiser at coupling $l$ for the density $n$. The uncorrelated reference is the Kohn–Sham determinant of the same density, which scales in the same way. Subtracting its kinetic energy plus $l$ times its repulsion gives the correlation energy

$$F(l)=l^2g(1/l),\qquad l>0.$$

The code takes this relation as the definition of `couplingEnergy`. The wavefunction, the density and the Coulomb operator do not appear in it: `g : ℝ → ℝ` is any real function meeting the stated hypotheses, with no condition on its sign.

```lean
/-- Correlation energy at coupling `l > 0`, where `g x` is the correlation energy of the
density uniformly scaled by `x`. -/
def couplingEnergy (g : ℝ → ℝ) (l : ℝ) : ℝ := l ^ 2 * g l⁻¹
```

The adiabatic-connection integrand is $W(l)=F'(l)$. Physically, it is the correlation part of the electron repulsion at coupling $l$, with the factor $l$ removed. `acIntegrand` is defined as the actual derivative, so its formula in terms of $g$ has to be proved.

```lean
/-- The adiabatic-connection integrand at coupling `l > 0`: the derivative of the correlation
energy with respect to the coupling. -/
def acIntegrand (g : ℝ → ℝ) (l : ℝ) : ℝ := deriv (couplingEnergy g) l
```

## Differentiating through the scaling

Since $\frac{d}{dl}g(1/l)=-g'(1/l)/l^2$, the product rule gives

$$W(l)=2l\,g(1/l)+l^2\left(-\frac{g'(1/l)}{l^2}\right)=2l\,g(1/l)-g'(1/l).$$

In the proof, `h1` differentiates the square, `h2` applies the chain rule to the inverse, and `hc` cancels $l^2$. Differentiability on `Ioi 0`, the open half-line $(0,\infty)$, is enough.

```lean
/-- The coupling derivative of the correlation energy, expressed through the scaled energy
and its derivative. -/
theorem hasDerivAt_couplingEnergy {g : ℝ → ℝ} (hg : DifferentiableOn ℝ g (Ioi 0))
    {l : ℝ} (hl : 0 < l) :
    HasDerivAt (couplingEnergy g) (2 * l * g l⁻¹ - deriv g l⁻¹) l := by
  have hd : DifferentiableAt ℝ g l⁻¹ := hg.differentiableAt (Ioi_mem_nhds (inv_pos.2 hl))
  have h1 : HasDerivAt (fun t : ℝ => t ^ 2) (2 * l) l := by
    simpa using hasDerivAt_pow 2 l
  have h2 : HasDerivAt (fun t : ℝ => g t⁻¹) (deriv g l⁻¹ * (-(l ^ 2)⁻¹)) l :=
    hd.hasDerivAt.comp l (hasDerivAt_inv hl.ne')
  have hc : l ^ 2 * (l ^ 2)⁻¹ = 1 := mul_inv_cancel₀ (by positivity)
  exact (h1.fun_mul h2).congr_deriv (by linear_combination (-deriv g l⁻¹) * hc)
```

Dividing by $l>0$ puts the high-density variable $1/l$ in view:

$$\frac{W(l)}{l}=2g(1/l)-\frac1l\,g'(1/l).$$

The next lemma substitutes the derivative and performs this division.

```lean
/-- The integrand divided by the coupling, in terms of the scaled energy. -/
theorem acIntegrand_div {g : ℝ → ℝ} (hg : DifferentiableOn ℝ g (Ioi 0))
    {l : ℝ} (hl : 0 < l) :
    acIntegrand g l / l = 2 * g l⁻¹ - l⁻¹ * deriv g l⁻¹ := by
  have hc : l * l⁻¹ = 1 := mul_inv_cancel₀ hl.ne'
  rw [acIntegrand, (hasDerivAt_couplingEnergy hg hl).deriv, div_eq_mul_inv]
  linear_combination 2 * g l⁻¹ * hc
```

## When the initial slope is $2L$

The constant $L$ stands for a finite high-density correlation energy, which in the perturbative setting is the second-order energy at fixed density. The condition $xg'(x)\to0$ says that the response to a small proportional change of scale dies out under compression.

Set $x=1/l$, so that $l\to0^+$ corresponds to $x\to\infty$. The divided formula becomes

$$xg'(x)=2g(x)-\frac{W(1/x)}{1/x}.$$

If the quotient on the right tends to $2L$, then $xg'(x)\to2L-2L=0$. Conversely, if $xg'(x)\to0$, then $W(l)/l\to2L-0$. For $g$ differentiable on $(0,\infty)$ with $g\to L$, the decay condition is thus equivalent to the slope limit.

The two branches of the proof follow these two directions. `Tendsto` expresses a limit, `atTop` means $x\to\infty$, and `𝓝[>] 0` means an approach to zero through positive values. Each use of `congr'` replaces one side of the identity by the other where the variable is positive.

```lean
/-- If the scaled energy has the high-density limit `L`, the integrand starts with slope `2 L`
exactly when `x g'(x)` vanishes in that limit. -/
theorem initial_slope_iff {g : ℝ → ℝ} {L : ℝ} (hg : DifferentiableOn ℝ g (Ioi 0))
    (hL : Tendsto g atTop (𝓝 L)) :
    Tendsto (fun l => acIntegrand g l / l) (𝓝[>] 0) (𝓝 (2 * L)) ↔
      Tendsto (fun x => x * deriv g x) atTop (𝓝 0) := by
  constructor
  · intro h
    have h' : Tendsto (fun x : ℝ => acIntegrand g x⁻¹ / x⁻¹) atTop (𝓝 (2 * L)) :=
      h.comp tendsto_inv_atTop_nhdsGT_zero
    have h2 := (hL.const_mul 2).sub h'
    rw [sub_self] at h2
    refine h2.congr' ?_
    filter_upwards [eventually_gt_atTop (0 : ℝ)] with x hx
    rw [acIntegrand_div hg (inv_pos.2 hx), inv_inv]
    ring
  · intro h
    have h2 : Tendsto (fun l : ℝ => 2 * g l⁻¹ - l⁻¹ * deriv g l⁻¹) (𝓝[>] 0)
        (𝓝 (2 * L - 0)) :=
      ((hL.const_mul 2).sub h).comp tendsto_inv_nhdsGT_zero
    rw [sub_zero] at h2
    refine h2.congr' ?_
    filter_upwards [self_mem_nhdsWithin] with l hl
    exact (acIntegrand_div hg hl).symm
```

## From the slope to the area

The slope limit controls the integrand near zero coupling, because

$$W(l)=l\,\frac{W(l)}{l}\longrightarrow0\cdot2L=0.$$

For $l>0$, $W$ is continuous, since $g$ and $g'$ are. Giving it the value zero at $l=0$ therefore yields a continuous function on $[0,b]$, which is integrable. The energy $F$ extends in the same way, because $F(l)=l^2g(1/l)\to0\cdot L=0$.

Both extensions rest on one lemma. It separates the endpoint, where the one-sided limit supplies continuity, from the positive points, where continuity is already given.

```lean
/-- A function continuous at positive coupling that vanishes at zero coupling, both in value
and as a limit, is continuous on `[0, b]`. -/
theorem continuousOn_from_zero {f : ℝ → ℝ} {b : ℝ} (h0 : f 0 = 0)
    (hc : ContinuousOn f (Ioi 0)) (ht : Tendsto f (𝓝[>] 0) (𝓝 0)) :
    ContinuousOn f (Icc 0 b) := by
  intro x hx
  rcases hx.1.eq_or_lt with h | h
  · subst h
    have h1 : ContinuousWithinAt f (Ioi 0) 0 := by
      rw [ContinuousWithinAt, h0]
      exact ht
    exact (continuousWithinAt_Ioi_iff_Ici.1 h1).mono Icc_subset_Ici_self
  · exact (hc.continuousAt (Ioi_mem_nhds h)).continuousWithinAt
```

Let $g$ be continuously differentiable on $(0,\infty)$, with $g(x)\to L$ and $xg'(x)\to0$ as $x\to\infty$. For $0<\varepsilon<b$, the fundamental theorem of calculus gives

$$\int_\varepsilon^bW(l)\,dl=F(b)-F(\varepsilon).$$

Letting $\varepsilon\to0^+$ gives

$$\int_0^bW(l)\,dl=F(b)=b^2g(1/b).$$

In the proof, `hq` and `hq0` establish the continuity and zero limit of $l(W(l)/l)$. This product equals $W(l)$ at positive coupling, so `hint` transfers integrability to $W$. Then `ht` and `hc` treat $F$, and `hF` supplies its derivative in the interior. The version of the fundamental theorem used here needs continuity on the closed interval and the derivative only inside it, so the limit in $\varepsilon$ is absorbed into the continuity of $F$ at zero. Lean sets `0⁻¹` to zero, but the factor $l^2$ makes `couplingEnergy g 0` vanish whatever value $g$ has there.

```lean
/-- The integrand is integrable up to any coupling `b > 0`, and its integral is the
correlation energy at that coupling. -/
theorem integral_acIntegrand {g : ℝ → ℝ} {L b : ℝ} (hg : DifferentiableOn ℝ g (Ioi 0))
    (hg' : ContinuousOn (deriv g) (Ioi 0)) (hL : Tendsto g atTop (𝓝 L))
    (hx : Tendsto (fun x => x * deriv g x) atTop (𝓝 0)) (hb : 0 < b) :
    IntervalIntegrable (acIntegrand g) volume 0 b ∧
      ∫ l in (0 : ℝ)..b, acIntegrand g l = couplingEnergy g b := by
  have hid : Tendsto (fun t : ℝ => t) (𝓝[>] 0) (𝓝 0) :=
    (continuous_id.tendsto (0 : ℝ)).mono_left nhdsWithin_le_nhds
  have hinv : ContinuousOn (fun l : ℝ => l⁻¹) (Ioi 0) :=
    fun l hl => (hasDerivAt_inv (Set.mem_Ioi.1 hl).ne').continuousAt.continuousWithinAt
  have hmaps : MapsTo (fun l : ℝ => l⁻¹) (Ioi 0) (Ioi 0) := by
    intro l hl
    have hl' : 0 < l := hl
    show (0 : ℝ) < l⁻¹
    exact inv_pos.2 hl'
  -- the integrand, with its limiting value 0 at zero coupling, is continuous on [0, b]
  have hq : ContinuousOn (fun l => l * (acIntegrand g l / l)) (Ioi 0) := by
    have h1 : ContinuousOn (fun l : ℝ => l * (2 * g l⁻¹ - l⁻¹ * deriv g l⁻¹)) (Ioi 0) :=
      continuousOn_id.mul ((continuousOn_const.mul (hg.continuousOn.comp hinv hmaps)).sub
        (hinv.mul (hg'.comp hinv hmaps)))
    refine h1.congr fun l hl => ?_
    simp only [acIntegrand_div hg hl]
  have hq0 : Tendsto (fun l => l * (acIntegrand g l / l)) (𝓝[>] 0) (𝓝 0) := by
    have h := hid.mul ((initial_slope_iff hg hL).2 hx)
    rw [zero_mul] at h
    exact h
  have hint : IntervalIntegrable (acIntegrand g) volume 0 b := by
    have h := (continuousOn_from_zero (f := fun l => l * (acIntegrand g l / l)) (b := b)
      (zero_mul _) hq hq0).integrableOn_Icc
      (μ := volume)
    rw [intervalIntegrable_iff_integrableOn_Ioc_of_le hb.le]
    refine (h.mono_set Ioc_subset_Icc_self).congr_fun (fun l hl => ?_) measurableSet_Ioc
    exact mul_div_cancel₀ _ hl.1.ne'
  -- the correlation energy itself vanishes at zero coupling
  have h0 : couplingEnergy g 0 = 0 := by simp [couplingEnergy]
  have ht : Tendsto (couplingEnergy g) (𝓝[>] 0) (𝓝 0) := by
    have h := (hid.pow 2).mul (hL.comp tendsto_inv_nhdsGT_zero)
    rw [show (0 : ℝ) ^ 2 * L = 0 by ring] at h
    exact h
  have hc : ContinuousOn (couplingEnergy g) (Ioi 0) := fun l hl =>
    (hasDerivAt_couplingEnergy hg hl).continuousAt.continuousWithinAt
  have hF : ∀ l ∈ Ioo 0 b, HasDerivAt (couplingEnergy g) (acIntegrand g l) l :=
    fun l hl => (hasDerivAt_couplingEnergy hg hl.1).differentiableAt.hasDerivAt
  have h := intervalIntegral.integral_eq_sub_of_hasDerivAt_of_le hb.le
    (continuousOn_from_zero h0 hc ht) hF hint
  rw [h0, sub_zero] at h
  exact ⟨hint, h⟩
```

## The kinetic part of correlation

At coupling $l$, the correlation energy consists of a kinetic part and the repulsion part $lW(l)$. Subtracting the latter gives

$$\begin{aligned}
F(l)-lW(l)&=l^2g(1/l)-2l^2g(1/l)+l\,g'(1/l)\\
&=l\,g'(1/l)-l^2g(1/l).
\end{aligned}$$

The lemma proves this identity at every positive coupling, from differentiability alone. Calling the left side kinetic relies on the physical decomposition just described; the code contains only the algebraic relation.

```lean
/-- At coupling `l > 0`, the correlation energy minus `l` times the integrand is fixed by the
scaled energy and its derivative at scale `1 / l`. -/
theorem kinetic_correlation {g : ℝ → ℝ} (hg : DifferentiableOn ℝ g (Ioi 0))
    {l : ℝ} (hl : 0 < l) :
    couplingEnergy g l - l * acIntegrand g l = l * deriv g l⁻¹ - l ^ 2 * g l⁻¹ := by
  rw [acIntegrand, (hasDerivAt_couplingEnergy hg hl).deriv, couplingEnergy]
  ring
```

## The three statements at full coupling

At $l=1$ we have $F(1)=g(1)$, so the preceding results become

$$\int_0^1W(l)\,dl=g(1),\qquad \lim_{l\to0^+}\frac{W(l)}l=2L,$$

$$g(1)-W(1)=g'(1)-g(1).$$

In the theorem, `hg` and `hg'` together say that $g$ is continuously differentiable on $(0,\infty)$, while `hL` and `hx` are the two high-density conditions. These conditions are assumed for $g$ and not derived from a many-electron Hamiltonian. The conclusion lists integrability separately from the value of the integral. The proof takes the first two components from the integral theorem at $b=1$, the slope from the equivalence, and the endpoint from the kinetic identity at $l=1$.

```lean
/-- For a continuously differentiable scaled energy with `g → L` and `x g' → 0` at high density,
the integrand integrates to `g 1`, starts with slope `2 L`, and
satisfies `g 1 - W 1 = g' 1 - g 1` at full coupling. -/
theorem adiabatic_connection_scaling {g : ℝ → ℝ} {L : ℝ}
    (hg : DifferentiableOn ℝ g (Ioi 0)) (hg' : ContinuousOn (deriv g) (Ioi 0))
    (hL : Tendsto g atTop (𝓝 L)) (hx : Tendsto (fun x => x * deriv g x) atTop (𝓝 0)) :
    IntervalIntegrable (acIntegrand g) volume 0 1 ∧
      ∫ l in (0 : ℝ)..1, acIntegrand g l = g 1 ∧
      Tendsto (fun l => acIntegrand g l / l) (𝓝[>] 0) (𝓝 (2 * L)) ∧
      g 1 - acIntegrand g 1 = deriv g 1 - g 1 := by
  have h1 : couplingEnergy g 1 = g 1 := by simp [couplingEnergy]
  obtain ⟨hi, he⟩ := integral_acIntegrand hg hg' hL hx one_pos
  refine ⟨hi, he.trans h1, (initial_slope_iff hg hL).2 hx, ?_⟩
  have hk := kinetic_correlation hg one_pos
  rw [h1, inv_one] at hk
  linear_combination hk
```

## Recovering the scaled energy

Under the same conditions on $g$, the integral up to a general coupling can be inverted. With $b=1/x$ and $x>0$,

$$x^2\int_0^{1/x}W(l)\,dl=x^2\left(\frac1x\right)^2g(x)=g(x).$$

The integrand on $(0,1/x]$ therefore determines the correlation energy of the density scaled by $x$. For a compressed density, $x>1$, only couplings below full strength are needed; for an expanded one, $x<1$, the integral runs beyond $l=1$. The proof inserts the integral theorem and cancels the powers of $x$.

```lean
/-- The energy of the density scaled by `x > 0` is recovered from the integrand between zero
coupling and coupling `1 / x`. -/
theorem scaled_energy_from_integrand {g : ℝ → ℝ} {L x : ℝ}
    (hg : DifferentiableOn ℝ g (Ioi 0)) (hg' : ContinuousOn (deriv g) (Ioi 0))
    (hL : Tendsto g atTop (𝓝 L)) (hd : Tendsto (fun x => x * deriv g x) atTop (𝓝 0))
    (hx : 0 < x) : g x = x ^ 2 * ∫ l in (0 : ℝ)..x⁻¹, acIntegrand g l := by
  have hc : x * x⁻¹ = 1 := mul_inv_cancel₀ hx.ne'
  rw [(integral_acIntegrand hg hg' hL hd (inv_pos.2 hx)).2, couplingEnergy, inv_inv,
    ← mul_assoc, ← mul_pow, hc, one_pow, one_mul]
```

## A rational scaled energy

A simple family whose integrand bends when $L\neq0$ is

$$g(x)=\frac{Lx}{x+a},\qquad a>0.$$

The parameter $a$ sets the scale at which $g$ reaches half of its high-density value. This is a model function, not one computed from a particular density.

```lean
/-- A rational model of the scaled correlation energy, for `x ≠ -a`. -/
def rationalModel (L a x : ℝ) : ℝ := L * x / (x + a)
```

The quotient rule gives $g'(x)=La/(x+a)^2$, which is continuous for $x>0$. The limits follow from

$$g(x)=L-L\frac a{x+a}\to L,\qquad xg'(x)=g(x)\frac a{x+a}\to L\cdot0=0.$$

For the integrand, $g(1/l)=L/(1+al)$ and $g'(1/l)=Lal^2/(1+al)^2$, so

$$\begin{aligned}
W(l)&=\frac{2Ll}{1+al}-\frac{Lal^2}{(1+al)^2}\\
&=\frac{Ll(2+2al-al)}{(1+al)^2}=\frac{Ll(2+al)}{(1+al)^2}.
\end{aligned}$$

In the proof, `hd` is the quotient rule, `hz` is the limit $a/(x+a)\to0$, and `hlim` is the limit of $g$. The remaining branches establish the continuity of $g'$, the decay of $xg'(x)$ and the closed form, where `he` rewrites $1/l+a$ as $(1+al)/l$ before the fractions are cleared.

```lean
/-- For `a > 0` the rational model meets all the regularity and high-density conditions, and its
integrand has a closed form at positive coupling. -/
theorem rationalModel_witness (L : ℝ) {a : ℝ} (ha : 0 < a) :
    DifferentiableOn ℝ (rationalModel L a) (Ioi 0) ∧
      ContinuousOn (deriv (rationalModel L a)) (Ioi 0) ∧
      Tendsto (rationalModel L a) atTop (𝓝 L) ∧
      Tendsto (fun x => x * deriv (rationalModel L a) x) atTop (𝓝 0) ∧
      ∀ l, 0 < l → acIntegrand (rationalModel L a) l =
        L * l * (2 + a * l) / (1 + a * l) ^ 2 := by
  have hd : ∀ x, 0 < x → HasDerivAt (rationalModel L a) (L * a / (x + a) ^ 2) x := by
    intro x hx
    have hne : x + a ≠ 0 := by positivity
    exact (((hasDerivAt_id' x).const_mul L).fun_div
      ((hasDerivAt_id' x).add_const a) hne).congr_deriv (by ring)
  have hdiff : DifferentiableOn ℝ (rationalModel L a) (Ioi 0) :=
    fun x hx => (hd x hx).differentiableAt.differentiableWithinAt
  have hz : Tendsto (fun x : ℝ => a / (x + a)) atTop (𝓝 0) :=
    tendsto_const_nhds.div_atTop (tendsto_atTop_add_const_right atTop a tendsto_id)
  have hlim : Tendsto (rationalModel L a) atTop (𝓝 L) := by
    have h := (hz.const_mul L).const_sub L
    rw [mul_zero, sub_zero] at h
    refine h.congr' ?_
    filter_upwards [eventually_gt_atTop (0 : ℝ)] with x hx
    have hne : x + a ≠ 0 := by positivity
    rw [rationalModel, eq_div_iff hne, sub_mul, mul_assoc, div_mul_cancel₀ a hne]
    ring
  refine ⟨hdiff, ?_, hlim, ?_, ?_⟩
  · have h : ContinuousOn (fun x : ℝ => L * a / (x + a) ^ 2) (Ioi 0) := by
      refine continuousOn_const.div (by fun_prop) fun x hx => ?_
      have hx' : 0 < x := hx
      positivity
    exact h.congr fun x hx => (hd x hx).deriv
  · have h := hlim.mul hz
    rw [mul_zero] at h
    refine h.congr' ?_
    filter_upwards [eventually_gt_atTop (0 : ℝ)] with x hx
    rw [(hd x hx).deriv, rationalModel, div_mul_div_comm, ← mul_div_assoc, pow_two]
    ring
  · intro l hl
    have hne : 1 + a * l ≠ 0 := by positivity
    have he : l⁻¹ + a = (1 + a * l) / l := by
      rw [eq_div_iff hl.ne', add_mul, inv_mul_cancel₀ hl.ne']
    rw [acIntegrand, (hasDerivAt_couplingEnergy hdiff hl).deriv,
      (hd _ (inv_pos.2 hl)).deriv, rationalModel, he]
    field_simp
    ring

end

end CorrelationScaling
```

```lean
#print axioms CorrelationScaling.initial_slope_iff
#print axioms CorrelationScaling.adiabatic_connection_scaling
#print axioms CorrelationScaling.scaled_energy_from_integrand
```

```
'CorrelationScaling.initial_slope_iff' depends on axioms: [propext, Classical.choice, Quot.sound]
'CorrelationScaling.adiabatic_connection_scaling' depends on axioms: [propext, Classical.choice, Quot.sound]
'CorrelationScaling.scaled_energy_from_integrand' depends on axioms: [propext, Classical.choice, Quot.sound]
```
